# When orthonormal augmentation functions can restore a prescribed overlap matrix

We represent every function by its column of coefficients in a fixed, finite, orthonormal basis. An overlap integral is then an ordinary product of a conjugated column with a column, and a table of overlaps is a matrix of the form \(X^{\mathsf H}X\). We also fix the augmentation functions in advance and leave only their coefficients free. Whether a norm can be restored thereby becomes a question about one unknown matrix.

Let the basis have \(n\) functions. The \(m\) smooth partial waves are the columns of an \(n\times m\) matrix \(\tilde\Phi\), and the \(k\) augmentation functions are the columns of an \(n\times k\) matrix \(B\). We call each augmentation function a channel. Two conditions are postulated:
\[
B^{\mathsf H}B=1,\qquad B^{\mathsf H}\tilde\Phi=0 .
\]
The first says that the channels are orthonormal. The second says that they are orthogonal to the smooth waves, so that norm placed in a channel does not interfere with the smooth part. A \(k\times m\) matrix \(A\) holds the coefficients, and the augmented waves are the columns of \(\tilde\Phi+BA\).

Let \(G\) be the \(m\times m\) overlap matrix that we want, for instance that of the all-electron partial waves. The norm deficit is \(D=G-\tilde\Phi^{\mathsf H}\tilde\Phi\). The claim is that some \(A\) satisfies
\[
(\tilde\Phi+BA)^{\mathsf H}(\tilde\Phi+BA)=G
\]
if and only if \(D\) is positive semidefinite and has rank at most \(k\).

In projector augmented-wave and ultrasoft methods, a deficit of this kind enters a generalised overlap operator. Within the present finite, orthonormal model, the claim tells us when a given number of explicit extra functions can absorb that deficit instead. It concerns overlaps only: scattering properties, potentials and the smoothness of the augmented waves play no part in it.

## From the overlap condition to a factorisation

Expanding the product gives four terms:
\[
\tilde\Phi^{\mathsf H}\tilde\Phi+\tilde\Phi^{\mathsf H}BA+A^{\mathsf H}B^{\mathsf H}\tilde\Phi+A^{\mathsf H}B^{\mathsf H}BA .
\]
The third vanishes because \(B^{\mathsf H}\tilde\Phi=0\). The adjoint of that condition is \(\tilde\Phi^{\mathsf H}B=0\), which removes the second. Orthonormality turns the fourth into \(A^{\mathsf H}A\). The requirement is therefore
\[
A^{\mathsf H}A=D .
\]

Suppose first that such an \(A\) exists. For every vector \(x\) we have \(x^{\mathsf H}Dx=\lVert Ax\rVert^2\ge 0\), and \(D\) is Hermitian, so \(D\) is positive semidefinite. If \(A^{\mathsf H}Ax=0\), then \(\lVert Ax\rVert^2=0\) and \(Ax=0\). Thus \(A^{\mathsf H}A\) and \(A\) have the same kernel and, having the same number of columns, the same rank. Since \(A\) has \(k\) rows, this rank is at most \(k\).

Conversely, let \(D\) be positive semidefinite of rank at most \(k\). Diagonalise it as \(D=U\Delta U^{\mathsf H}\), with \(U\) unitary and \(\Delta\) diagonal with entries \(d_i\ge 0\). The number of nonzero \(d_i\) is the rank, so each of them can be given a channel \(e(i)\) of its own. Define a \(k\times m\) matrix \(S\) by
\[
S_{ai}=\begin{cases}\sqrt{d_i}, & d_i\neq 0 \text{ and } a=e(i),\\ 0,&\text{otherwise.}\end{cases}
\]
Then \((S^{\mathsf H}S)_{ij}=\sum_a \overline{S_{ai}}\,S_{aj}\). If \(d_i=0\), every term is zero. If \(d_i\ne0\), only \(a=e(i)\) can contribute, and the sum is \(\sqrt{d_i}\,S_{e(i)j}\). For \(j=i\) this equals \(d_i\). For \(j\neq i\) it is zero, either because \(d_j=0\) or because \(e(j)\neq e(i)\). Hence \(S^{\mathsf H}S=\Delta\). Setting \(A=SU^{\mathsf H}\) gives
\[
A^{\mathsf H}A=US^{\mathsf H}SU^{\mathsf H}=U\Delta U^{\mathsf H}=D .
\]

Two special cases follow. If \(k\ge m\), the rank condition is automatic, because an \(m\times m\) matrix has rank at most \(m\), and positivity alone decides. If \(D\) is positive definite, it is invertible and has rank exactly \(m\), so restoration is possible exactly when \(k\ge m\). At the other extreme, with no channels at all, the condition reduces to \(D=0\): the smooth waves must already have the desired overlaps.

## Waves and deficits as complex matrices

In Lean, `n`, `k` and `m` are finite index types, and the numbers used above are their cardinalities. The types need not carry an order, and they may be empty.

```lean
import Mathlib

open Matrix
open scoped ComplexOrder

namespace RestoringNormConservation

noncomputable section

variable {n k m : Type*} [Fintype n] [Fintype k] [Fintype m] [DecidableEq k] [DecidableEq m]
```

The first definition is \(\tilde\Phi+BA\). The matrix `Phit` has basis functions as its row index and partial waves as its column index.

```lean
/-- Smooth partial waves `Phit` (columns) with the augmentation functions `B` (columns)
added with coefficients `A`. -/
def augmented (Phit : Matrix n m ℂ) (B : Matrix n k ℂ) (A : Matrix k m ℂ) : Matrix n m ℂ :=
  Phit + B * A
```

The second is the deficit \(D\). The superscript `ᴴ` denotes the conjugate transpose. Nothing in the definition requires `G` to be Hermitian, and the main theorem does not assume it. On one side of the equivalence, `G` is equal to an overlap matrix; on the other, Mathlib's `PosSemidef` includes Hermiticity of the deficit, and the smooth overlap is Hermitian in any case. Only the special case of a positive definite deficit assumes it implicitly, since that hypothesis also includes Hermiticity of the deficit.

```lean
/-- The norm deficit: target overlap matrix `G` minus the overlap matrix of the smooth
partial waves. -/
def normDeficit (G : Matrix m m ℂ) (Phit : Matrix n m ℂ) : Matrix m m ℂ :=
  G - Phitᴴ * Phit
```

## Orthogonality removes the cross terms

The lemma `augmented_overlap` is the four-term expansion. Its hypotheses `hB` and `hBP` are the two conditions on the channels. The auxiliary statement `hPB` is the adjoint of `hBP`; `h1` and `h2` eliminate the cross terms, and `h3` reduces the last term to \(A^{\mathsf H}A\). The final rewrite expands the product and inserts these three results.

```lean
omit [Fintype m] [DecidableEq m] in
/-- For orthonormal augmentation functions orthogonal to the smooth partial waves, the overlap
matrix of the augmented waves is the smooth overlap plus `Aᴴ A`. -/
theorem augmented_overlap {Phit : Matrix n m ℂ} {B : Matrix n k ℂ}
    (hB : Bᴴ * B = 1) (hBP : Bᴴ * Phit = 0) (A : Matrix k m ℂ) :
    (augmented Phit B A)ᴴ * augmented Phit B A = Phitᴴ * Phit + Aᴴ * A := by
  have hPB : Phitᴴ * B = 0 := by
    have h := congrArg conjTranspose hBP
    rwa [conjTranspose_mul, conjTranspose_conjTranspose, conjTranspose_zero] at h
  -- both cross terms vanish by orthogonality
  have h1 : Phitᴴ * (B * A) = 0 := by rw [← Matrix.mul_assoc, hPB, Matrix.zero_mul]
  have h2 : Aᴴ * Bᴴ * Phit = 0 := by rw [Matrix.mul_assoc, hBP, Matrix.mul_zero]
  have h3 : Aᴴ * Bᴴ * (B * A) = Aᴴ * A := by
    rw [Matrix.mul_assoc, ← Matrix.mul_assoc Bᴴ B A, hB, Matrix.one_mul]
  unfold augmented
  rw [conjTranspose_add, conjTranspose_mul, Matrix.add_mul, Matrix.mul_add, Matrix.mul_add,
    h1, h2, h3, add_zero, zero_add]
```

## One channel for each nonzero eigenvalue

The lemma `diagonal_factor` constructs \(S\). Its argument `d` is a real-valued function on the partial-wave indices, and `hd` says that its values are nonnegative. The argument `e` assigns channels to the nonzero entries.

The statements `hS0` and `hS1` describe the columns of \(S\) for zero and nonzero entries. After `ext i j`, the proof compares matrix elements and follows the case distinction made above. `Finset.sum_eq_single` reduces the sum over channels to the term at `e ⟨i, hi⟩`. On the diagonal, `Real.mul_self_sqrt` gives \(\sqrt{d_i}\sqrt{d_i}=d_i\), which is where nonnegativity enters. Off the diagonal, injectivity of `e` keeps the two channels apart.

```lean
omit [Fintype m] in
/-- A diagonal matrix of nonnegative numbers, of which at most as many are nonzero as there are
channels `k`, is the overlap matrix of vectors with `k` components. -/
theorem diagonal_factor (d : m → ℝ) (hd : ∀ i, 0 ≤ d i)
    (e : {i // d i ≠ 0} ↪ k) :
    ∃ S : Matrix k m ℂ, Sᴴ * S = diagonal (fun i => (d i : ℂ)) := by
  -- each nonzero entry gets a channel of its own
  let S : Matrix k m ℂ := fun a i =>
    if h : d i ≠ 0 then (if a = e ⟨i, h⟩ then ((Real.sqrt (d i) : ℝ) : ℂ) else 0) else 0
  have hS0 : ∀ i, d i = 0 → ∀ a, S a i = 0 := fun i hi a => by simp [S, hi]
  have hS1 : ∀ i (hi : d i ≠ 0) a,
      S a i = if a = e ⟨i, hi⟩ then ((Real.sqrt (d i) : ℝ) : ℂ) else 0 :=
    fun i hi a => dif_pos hi
  refine ⟨S, ?_⟩
  ext i j
  rw [Matrix.mul_apply]
  simp only [conjTranspose_apply]
  by_cases hi : d i = 0
  · simp [hS0 i hi, diagonal_apply, hi]
  · rw [Finset.sum_eq_single (e ⟨i, hi⟩)
      (fun a _ ha => by rw [hS1 i hi a, if_neg ha, star_zero, zero_mul])
      (fun h => absurd (Finset.mem_univ _) h)]
    by_cases hij : i = j
    · subst hij
      rw [hS1 i hi, if_pos rfl, diagonal_apply_eq, Complex.star_def, Complex.conj_ofReal,
        ← Complex.ofReal_mul, Real.mul_self_sqrt (hd i)]
    · rw [diagonal_apply_ne _ hij]
      by_cases hj : d j = 0
      · rw [hS0 j hj, mul_zero]
      · have hne : e ⟨i, hi⟩ ≠ e ⟨j, hj⟩ := fun h =>
          hij (congrArg Subtype.val (e.injective h))
        rw [hS1 j hj, if_neg hne, mul_zero]
```

The next theorem treats a general square matrix `D` and contains the linear algebra of the problem: `D` equals \(A^{\mathsf H}A\) for some \(A\) with \(k\) rows if and only if it is positive semidefinite of rank at most \(k\).

In the forward direction, `rank_conjTranspose_mul_self` is the equality of ranks derived from the kernels, and `rank_le_card_height` bounds the rank by the number of rows. In the reverse direction, `hcard` says that there are no more nonzero eigenvalues than channels, `hspec` is the decomposition \(D=U\Delta U^{\mathsf H}\), and the matrix supplied at the end is \(SU^{\mathsf H}\).

```lean
/-- A matrix is the overlap matrix `Aᴴ A` of vectors with `k` components if and only if it is
positive semidefinite of rank at most `k`. -/
theorem overlap_factor_iff (D : Matrix m m ℂ) :
    (∃ A : Matrix k m ℂ, Aᴴ * A = D) ↔ D.PosSemidef ∧ D.rank ≤ Fintype.card k := by
  constructor
  · rintro ⟨A, rfl⟩
    refine ⟨posSemidef_conjTranspose_mul_self A, ?_⟩
    rw [rank_conjTranspose_mul_self]
    exact rank_le_card_height A
  · rintro ⟨hD, hr⟩
    have hH : D.IsHermitian := hD.isHermitian
    -- the rank counts the nonzero eigenvalues, so they fit into the channels
    have hcard : Fintype.card {i // hH.eigenvalues i ≠ 0} ≤ Fintype.card k := by
      have h := hH.rank_eq_card_non_zero_eigs
      rw [h] at hr
      convert hr
    obtain ⟨e⟩ := Function.Embedding.nonempty_of_card_le hcard
    obtain ⟨S, hS⟩ := diagonal_factor hH.eigenvalues hD.eigenvalues_nonneg e
    -- rotate back from the eigenbasis
    have hspec : D = (hH.eigenvectorUnitary : Matrix m m ℂ) *
        diagonal (fun i => (hH.eigenvalues i : ℂ)) *
        (hH.eigenvectorUnitary : Matrix m m ℂ)ᴴ := by
      have h := hH.spectral_theorem
      rw [Unitary.conjStarAlgAut_apply] at h
      exact h
    refine ⟨S * (hH.eigenvectorUnitary : Matrix m m ℂ)ᴴ, ?_⟩
    rw [conjTranspose_mul, conjTranspose_conjTranspose, Matrix.mul_assoc,
      ← Matrix.mul_assoc Sᴴ, hS, ← Matrix.mul_assoc]
    exact hspec.symm
```

The proof turns on the embedding `e : {i // d i ≠ 0} ↪ k`. The type `{i // d i ≠ 0}` consists of the indices whose entries are nonzero, each bundled with a proof of that fact, and the hooked arrow denotes an injective map. A textbook argument would usually sort the eigenvalues in decreasing order and place the first \(r\) of them in rows \(1,\dots,r\). Here neither index type has an order, and none is needed. `rank_eq_card_non_zero_eigs` identifies the rank with the cardinality of the type of nonzero eigenvalues, and `Function.Embedding.nonempty_of_card_le` turns the inequality between cardinalities into an injective map. The rank bound thus becomes the assignment of channels from which \(S\) is built.

## The criterion for the augmented waves

The main theorem `norm_restorable_iff` returns to the partial waves. For given `Phit`, `B` and `G`, its left side asks for coefficients `A` that produce the overlap matrix `G`. Its right side is the pair of conditions on `normDeficit G Phit`.

The proof first replaces the right side by the existence of a factor \(A\). It then shows, for each `A` separately, that the two equations agree: \(\tilde\Phi^{\mathsf H}\tilde\Phi+A^{\mathsf H}A=G\) is the same equation as \(A^{\mathsf H}A=G-\tilde\Phi^{\mathsf H}\tilde\Phi\).

```lean
/-- Augmentation with `k` orthonormal functions orthogonal to the smooth partial waves can
produce the overlap matrix `G` if and only if the norm deficit is positive semidefinite of rank
at most `k`. -/
theorem norm_restorable_iff {Phit : Matrix n m ℂ} {B : Matrix n k ℂ}
    (hB : Bᴴ * B = 1) (hBP : Bᴴ * Phit = 0) (G : Matrix m m ℂ) :
    (∃ A : Matrix k m ℂ, (augmented Phit B A)ᴴ * augmented Phit B A = G) ↔
      (normDeficit G Phit).PosSemidef ∧ (normDeficit G Phit).rank ≤ Fintype.card k := by
  rw [← overlap_factor_iff]
  refine exists_congr fun A => ?_
  rw [augmented_overlap hB hBP, normDeficit, eq_sub_iff_add_eq, add_comm]
```

The two special cases below keep both conditions on the channels, `hB` and `hBP`, although their docstrings do not repeat them. When there are at least as many channels as partial waves, the hypothesis `hmk` makes the rank condition true for every `G`. The bound `rank_le_card_width` limits the rank by the number of columns, and `and_iff_left` removes the redundant condition.

```lean
/-- With at least as many augmentation functions as partial waves, the overlap matrix `G` can be
produced if and only if the norm deficit is positive semidefinite. -/
theorem norm_restorable_iff_of_card_le {Phit : Matrix n m ℂ} {B : Matrix n k ℂ}
    (hB : Bᴴ * B = 1) (hBP : Bᴴ * Phit = 0) (hmk : Fintype.card m ≤ Fintype.card k)
    (G : Matrix m m ℂ) :
    (∃ A : Matrix k m ℂ, (augmented Phit B A)ᴴ * augmented Phit B A = G) ↔
      (normDeficit G Phit).PosSemidef := by
  rw [norm_restorable_iff hB hBP]
  exact and_iff_left ((rank_le_card_width _).trans hmk)
```

For a positive definite deficit, the roles are exchanged. Positivity is given, and invertibility fixes the rank at the number of partial waves, so only the comparison of the two cardinalities remains.

```lean
/-- If the norm deficit is positive definite, the overlap matrix `G` can be produced if and only
if there are at least as many augmentation functions as partial waves. -/
theorem norm_restorable_iff_of_posDef {Phit : Matrix n m ℂ} {B : Matrix n k ℂ}
    (hB : Bᴴ * B = 1) (hBP : Bᴴ * Phit = 0) {G : Matrix m m ℂ}
    (hG : (normDeficit G Phit).PosDef) :
    (∃ A : Matrix k m ℂ, (augmented Phit B A)ᴴ * augmented Phit B A = G) ↔
      Fintype.card m ≤ Fintype.card k := by
  rw [norm_restorable_iff hB hBP, rank_of_isUnit _ hG.isUnit]
  exact and_iff_right hG.posSemidef
```

The orthonormality of the channels could have been modelled more loosely. Suppose that \(B^{\mathsf H}B=M\) for some matrix \(M\), while \(B^{\mathsf H}\tilde\Phi=0\) is kept. The equation to solve becomes \(A^{\mathsf H}MA=D\), and the number of channels in the criterion is replaced by the rank of \(B\). For linearly independent augmentation functions that rank is \(k\), so the criterion is unchanged and only the coefficients differ. The orthonormal version keeps this extra matrix out of the statement.

## Two partial waves sharing one channel

The example has \(n=3\), \(m=2\) and \(k=1\). The smooth waves are the first two basis functions, so their overlap matrix is the identity.

```lean
/-- Two smooth partial waves in a three-dimensional basis. -/
def examplePhit : Matrix (Fin 3) (Fin 2) ℂ := !![1, 0; 0, 1; 0, 0]
```

The single augmentation function is the third basis function.

```lean
/-- One augmentation function in the same basis. -/
def exampleB : Matrix (Fin 3) (Fin 1) ℂ := !![0; 0; 1]
```

The target overlap matrix and the deficit are
\[
G=\begin{pmatrix}2&1\\1&2\end{pmatrix},\qquad
D=\begin{pmatrix}1&1\\1&1\end{pmatrix}.
\]
The deficit has eigenvalues \(2\) and \(0\), so its rank is one and a single channel suffices, although there are two partial waves. The normalised eigenvector for the eigenvalue \(2\) is \((1,1)^{\mathsf T}/\sqrt2\). The construction multiplies its conjugate transpose by \(\sqrt2\), which gives \(A=(1\;\;1)\). Both waves therefore receive the same admixture of the third basis function, and this shared component produces the off-diagonal overlap.

The theorem confirms both conditions on the channel and the resulting overlap matrix. It checks the conditions entry by entry, uses `augmented_overlap` to simplify the product, and then compares the four matrix elements.

```lean
/-- The example augmentation function is normalised and orthogonal to the example smooth partial
waves, and the coefficients `(1, 1)` produce the overlap matrix with diagonal entries 2 and
off-diagonal entries 1. -/
theorem norm_restorable_witness :
    exampleBᴴ * exampleB = 1 ∧ exampleBᴴ * examplePhit = 0 ∧
      (augmented examplePhit exampleB !![1, 1])ᴴ * augmented examplePhit exampleB !![1, 1] =
        !![2, 1; 1, 2] := by
  have hB : exampleBᴴ * exampleB = 1 := by
    ext i j
    fin_cases i
    fin_cases j
    simp [exampleB, Matrix.mul_apply, Fin.sum_univ_succ]
  have hBP : exampleBᴴ * examplePhit = 0 := by
    ext i j
    fin_cases i
    fin_cases j <;>
      simp [exampleB, examplePhit, Matrix.mul_apply, Fin.sum_univ_succ]
  refine ⟨hB, hBP, ?_⟩
  rw [augmented_overlap hB hBP]
  ext i j
  fin_cases i <;> fin_cases j <;>
    simp [examplePhit, Matrix.mul_apply, Fin.sum_univ_succ] <;> norm_num

end

end RestoringNormConservation
```

```lean
#print axioms RestoringNormConservation.norm_restorable_iff
#print axioms RestoringNormConservation.norm_restorable_iff_of_card_le
#print axioms RestoringNormConservation.norm_restorable_iff_of_posDef
```

```
'RestoringNormConservation.norm_restorable_iff' depends on axioms: [propext, Classical.choice, Quot.sound]
'RestoringNormConservation.norm_restorable_iff_of_card_le' depends on axioms: [propext, Classical.choice, Quot.sound]
'RestoringNormConservation.norm_restorable_iff_of_posDef' depends on axioms: [propext, Classical.choice, Quot.sound]
```
